# For antisymmetric integrals and doubles, the two-body coupled-cluster energy is a sum over distinct pairs

Let $i,j$ label occupied spin orbitals and $a,b$ virtual ones, both finite in number. Write $v_{ijab}=\langle ij\|ab\rangle$ for the antisymmetrised two-electron integrals, $t_{ijab}$ for the doubles amplitudes and $s_{ia}$ for the singles amplitudes. Both $v$ and $t$ change sign when $i,j$ are exchanged and when $a,b$ are exchanged. The two-body part of the coupled-cluster correlation energy is usually written as an unrestricted sum,

$$E=\sum_{ijab}v_{ijab}\left(\tfrac14 t_{ijab}+\tfrac12 s_{ia}s_{jb}\right).$$

I also meet it as a sum over distinct pairs, with different prefactors and an extra exchange term:

$$E=\sum_{i<j}\sum_{a<b}v_{ijab}\left(t_{ijab}+s_{ia}s_{jb}-s_{ib}s_{ja}\right).$$

I believe that the two agree, but I would like to see every factor and sign accounted for, in a proof that a machine has checked. Can this be done?

## One effective amplitude behind both forms

Yes. Call the bracket in the second form the effective doubles amplitude,

$$\tau_{ijab}=t_{ijab}+s_{ia}s_{jb}-s_{ib}s_{ja}.$$

It inherits the antisymmetry of $t$. Exchanging the occupied labels gives

$$\tau_{jiab}=-t_{ijab}+s_{ja}s_{ib}-s_{jb}s_{ia}=-\tau_{ijab},$$

and exchanging the virtual labels gives

$$\tau_{ijba}=-t_{ijab}+s_{ib}s_{ja}-s_{ia}s_{jb}=-\tau_{ijab}.$$

**The quarter.** Rename $a\leftrightarrow b$ in the exchange term and use the antisymmetry of $v$:

$$\sum_{ijab}v_{ijab}s_{ib}s_{ja}=\sum_{ijab}v_{ijba}s_{ia}s_{jb}=-\sum_{ijab}v_{ijab}s_{ia}s_{jb}.$$

The two singles products in $\tau$ therefore contribute equally, and

$$\tfrac14\sum_{ijab}v_{ijab}\tau_{ijab}=\tfrac14\sum_{ijab}v_{ijab}t_{ijab}+\tfrac12\sum_{ijab}v_{ijab}s_{ia}s_{jb}=E.$$

**The factor of four.** If $g_{ij}=g_{ji}$ and $g_{ii}=0$, the terms with $j<i$ repeat those with $i<j$, so $\sum_{ij}g_{ij}=2\sum_{i<j}g_{ij}$. The product $v_{ijab}\tau_{ijab}$ is symmetric under either exchange, because two signs cancel. It vanishes for $i=j$ or $a=b$, because $v_{iiab}=-v_{iiab}$ and $v_{ijaa}=-v_{ijaa}$. Using the rule once for the virtual pair and once for the occupied pair gives

$$\sum_{ijab}v_{ijab}\tau_{ijab}=4\sum_{i<j}\sum_{a<b}v_{ijab}\tau_{ijab}.$$

The four cancels the quarter, which proves the claim.

Call a pair ordered if its labels increase, so that the ordered sum runs over $i<j$ and $a<b$ only. The prefactors go wrong if the ordered sum is applied to the original summand. Multiplying it by four would give $v_{ijab}(t_{ijab}+2s_{ia}s_{jb})$ for each ordered pair, but $s_{ia}s_{jb}$ alone is not antisymmetric. Take two occupied and two virtual orbitals, both labelled $0,1$, with $t=0$ and $s$ the unit matrix. The energy is $\tfrac12(v_{0101}+v_{1010})=v_{0101}$, whereas the faulty formula gives $2v_{0101}$.

The same derivation, with some consequences, in Lean:

```lean
import Mathlib

noncomputable section

namespace CoupledClusterEnergy

variable {O V : Type*}

/-- A two-body array is antisymmetric under exchange of its two occupied labels and under
exchange of its two virtual labels. -/
structure PairAntisymm (w : O → O → V → V → ℂ) : Prop where
  occ : ∀ i j a b, w j i a b = -w i j a b
  virt : ∀ i j a b, w i j b a = -w i j a b

/-- The effective doubles amplitude: connected doubles plus the antisymmetrised product of
two singles. -/
def effectiveDoubles (t : O → O → V → V → ℂ) (s : O → V → ℂ) (i j : O) (a b : V) : ℂ :=
  t i j a b + s i a * s j b - s i b * s j a

/-- The effective doubles amplitude is antisymmetric whenever the doubles amplitude is. -/
theorem effectiveDoubles_antisymm {t : O → O → V → V → ℂ} (ht : PairAntisymm t)
    (s : O → V → ℂ) : PairAntisymm (effectiveDoubles t s) := by
  constructor
  · intro i j a b
    simp only [effectiveDoubles]
    linear_combination ht.occ i j a b
  · intro i j a b
    simp only [effectiveDoubles]
    linear_combination ht.virt i j a b

/-- With zero doubles, unit-matrix singles on two occupied and two virtual labels produce an
antisymmetric two-body array with an entry equal to one. -/
theorem pairAntisymm_witness :
    PairAntisymm (effectiveDoubles (fun _ _ _ _ => 0)
      (fun i a : Fin 2 => if i = a then (1 : ℂ) else 0)) ∧
    effectiveDoubles (fun _ _ _ _ => 0)
      (fun i a : Fin 2 => if i = a then (1 : ℂ) else 0) 0 1 0 1 = 1 :=
  ⟨effectiveDoubles_antisymm ⟨by intros; simp, by intros; simp⟩ _,
    by simp [effectiveDoubles]⟩

/-- A symmetric double sum with vanishing diagonal is twice the sum over ordered pairs. -/
theorem sum_eq_two_mul_sum_lt {ι : Type*} [Fintype ι] [LinearOrder ι] (g : ι → ι → ℂ)
    (hs : ∀ i j, g j i = g i j) (hd : ∀ i, g i i = 0) :
    ∑ i, ∑ j, g i j = 2 * ∑ i, ∑ j with i < j, g i j := by
  have split : ∀ i j, g i j =
      (if i < j then g i j else 0) + (if j < i then g j i else 0) := by
    intro i j
    rcases lt_trichotomy i j with h | h | h
    · rw [if_pos h, if_neg (lt_asymm h), add_zero]
    · subst h
      simp [hd]
    · rw [if_neg (lt_asymm h), if_pos h, zero_add, hs i j]
  have swap : ∑ i, ∑ j, (if j < i then g j i else 0) =
      ∑ i, ∑ j, (if i < j then g i j else 0) := Finset.sum_comm
  simp only [Finset.sum_filter]
  calc ∑ i, ∑ j, g i j
      = ∑ i, ∑ j, ((if i < j then g i j else 0) + (if j < i then g j i else 0)) :=
        Finset.sum_congr rfl fun i _ => Finset.sum_congr rfl fun j _ => split i j
    _ = 2 * ∑ i, ∑ j, (if i < j then g i j else 0) := by
        simp only [Finset.sum_add_distrib]
        rw [swap]
        ring

variable [Fintype O] [Fintype V]

/-- The two-body part of the coupled-cluster correlation energy, as an unrestricted sum over
spin-orbital labels. -/
def twoBodyEnergy (v t : O → O → V → V → ℂ) (s : O → V → ℂ) : ℂ :=
  ∑ i, ∑ j, ∑ a, ∑ b, v i j a b * (t i j a b / 4 + s i a * s j b / 2)

/-- The contraction of two antisymmetric two-body arrays is four times its restriction to
ordered occupied and ordered virtual pairs. -/
theorem contraction_eq_four_mul [LinearOrder O] [LinearOrder V]
    {v w : O → O → V → V → ℂ} (hv : PairAntisymm v) (hw : PairAntisymm w) :
    ∑ i, ∑ j, ∑ a, ∑ b, v i j a b * w i j a b =
      4 * ∑ i, ∑ j with i < j, ∑ a, ∑ b with a < b, v i j a b * w i j a b := by
  -- ordered virtual pairs, at fixed occupied labels
  have inner : ∀ i j, ∑ a, ∑ b, v i j a b * w i j a b =
      2 * ∑ a, ∑ b with a < b, v i j a b * w i j a b := by
    intro i j
    refine sum_eq_two_mul_sum_lt (fun a b => v i j a b * w i j a b) ?_ ?_
    · intro a b
      simp only [hv.virt i j a b, hw.virt i j a b, neg_mul_neg]
    · intro a
      have h : v i j a a = 0 := by linear_combination (1 / 2) * hv.virt i j a a
      simp only [h, zero_mul]
  -- ordered occupied pairs
  have outer : ∑ i, ∑ j, ∑ a, ∑ b, v i j a b * w i j a b =
      2 * ∑ i, ∑ j with i < j, ∑ a, ∑ b, v i j a b * w i j a b := by
    refine sum_eq_two_mul_sum_lt (fun i j => ∑ a, ∑ b, v i j a b * w i j a b) ?_ ?_
    · intro i j
      simp only [hv.occ i j, hw.occ i j, neg_mul_neg]
    · intro i
      have h : ∀ a b, v i i a b = 0 := fun a b => by
        linear_combination (1 / 2) * hv.occ i i a b
      simp only [h, zero_mul, Finset.sum_const_zero]
  rw [outer]
  simp only [inner, ← Finset.mul_sum]
  ring

/-- For antisymmetric integrals, the two-body energy is one quarter of the full contraction of the
integrals with the effective doubles amplitude. -/
theorem energy_eq_quarter {v : O → O → V → V → ℂ} (hv : PairAntisymm v)
    (t : O → O → V → V → ℂ) (s : O → V → ℂ) :
    twoBodyEnergy v t s =
      (∑ i, ∑ j, ∑ a, ∑ b, v i j a b * effectiveDoubles t s i j a b) / 4 := by
  -- relabelling the virtuals gives the exchange product with opposite sign
  have exch : ∑ i, ∑ j, ∑ a, ∑ b, v i j a b * (s i b * s j a) =
      -∑ i, ∑ j, ∑ a, ∑ b, v i j a b * (s i a * s j b) := by
    simp only [← Finset.sum_neg_distrib]
    refine Finset.sum_congr rfl fun i _ => Finset.sum_congr rfl fun j _ => ?_
    refine Finset.sum_comm.trans ?_
    refine Finset.sum_congr rfl fun a _ => Finset.sum_congr rfl fun b _ => ?_
    rw [hv.virt i j a b]
    ring
  have split : twoBodyEnergy v t s =
      (1 / 4) * ∑ i, ∑ j, ∑ a, ∑ b, v i j a b * t i j a b +
      (1 / 2) * ∑ i, ∑ j, ∑ a, ∑ b, v i j a b * (s i a * s j b) := by
    simp only [twoBodyEnergy, Finset.mul_sum, ← Finset.sum_add_distrib]
    refine Finset.sum_congr rfl fun i _ => Finset.sum_congr rfl fun j _ =>
      Finset.sum_congr rfl fun a _ => Finset.sum_congr rfl fun b _ => ?_
    ring
  rw [split]
  simp only [effectiveDoubles, mul_add, mul_sub, Finset.sum_add_distrib,
    Finset.sum_sub_distrib]
  rw [exch]
  ring

/-- For antisymmetric integrals and doubles, the unrestricted two-body energy equals the sum over
ordered occupied and ordered virtual pairs of the integral times doubles plus antisymmetrised
singles products. -/
theorem energy_eq_ordered_sum [LinearOrder O] [LinearOrder V]
    {v t : O → O → V → V → ℂ} (hv : PairAntisymm v) (ht : PairAntisymm t)
    (s : O → V → ℂ) :
    twoBodyEnergy v t s = ∑ i, ∑ j with i < j, ∑ a, ∑ b with a < b,
      v i j a b * (t i j a b + s i a * s j b - s i b * s j a) := by
  rw [energy_eq_quarter hv, contraction_eq_four_mul hv (effectiveDoubles_antisymm ht s)]
  simp only [effectiveDoubles]
  ring

/-- Two sets of amplitudes with antisymmetric doubles give the same two-body energy for every
antisymmetric interaction exactly when their effective doubles amplitudes coincide. -/
theorem energy_eq_iff_effectiveDoubles_eq {t t' : O → O → V → V → ℂ}
    (ht : PairAntisymm t) (ht' : PairAntisymm t') (s s' : O → V → ℂ) :
    (∀ v, PairAntisymm v → twoBodyEnergy v t s = twoBodyEnergy v t' s') ↔
      effectiveDoubles t s = effectiveDoubles t' s' := by
  constructor
  · intro h
    have hτ := effectiveDoubles_antisymm ht s
    have hτ' := effectiveDoubles_antisymm ht' s'
    have key : ∀ v, PairAntisymm v → ∑ i, ∑ j, ∑ a, ∑ b, v i j a b *
        (effectiveDoubles t s i j a b - effectiveDoubles t' s' i j a b) = 0 := by
      intro v hv
      have h1 := h v hv
      rw [energy_eq_quarter hv, energy_eq_quarter hv] at h1
      simp only [mul_sub, Finset.sum_sub_distrib]
      linear_combination 4 * h1
    -- test with the conjugate of the difference
    have hz := key (fun i j a b =>
        star (effectiveDoubles t s i j a b - effectiveDoubles t' s' i j a b)) (by
      constructor
      · intro i j a b
        rw [hτ.occ i j a b, hτ'.occ i j a b, ← star_neg]
        congr 1
        ring
      · intro i j a b
        rw [hτ.virt i j a b, hτ'.virt i j a b, ← star_neg]
        congr 1
        ring)
    have hn : ∑ i, ∑ j, ∑ a, ∑ b, Complex.normSq
        (effectiveDoubles t s i j a b - effectiveDoubles t' s' i j a b) = 0 := by
      apply Complex.ofReal_eq_zero.mp
      simp only [Complex.ofReal_sum, Complex.normSq_eq_conj_mul_self]
      exact hz
    -- a vanishing sum of squared moduli vanishes term by term
    funext i j a b
    have h1 := (Finset.sum_eq_zero_iff_of_nonneg (by
      intro i _
      exact Finset.sum_nonneg fun j _ => Finset.sum_nonneg fun a _ =>
        Finset.sum_nonneg fun b _ => Complex.normSq_nonneg _)).mp hn i (Finset.mem_univ i)
    have h2 := (Finset.sum_eq_zero_iff_of_nonneg (by
      intro j _
      exact Finset.sum_nonneg fun a _ =>
        Finset.sum_nonneg fun b _ => Complex.normSq_nonneg _)).mp h1 j (Finset.mem_univ j)
    have h3 := (Finset.sum_eq_zero_iff_of_nonneg (by
      intro a _
      exact Finset.sum_nonneg fun b _ => Complex.normSq_nonneg _)).mp h2 a (Finset.mem_univ a)
    have h4 := (Finset.sum_eq_zero_iff_of_nonneg (by
      intro b _
      exact Complex.normSq_nonneg _)).mp h3 b (Finset.mem_univ b)
    exact sub_eq_zero.mp (Complex.normSq_eq_zero.mp h4)
  · intro h v hv
    rw [energy_eq_quarter hv, energy_eq_quarter hv, h]

/-- For antisymmetric integrals, singles amplitudes of product form leave the two-body energy at its
value without singles. -/
theorem energy_of_product_singles {v : O → O → V → V → ℂ} (hv : PairAntisymm v)
    (t : O → O → V → V → ℂ) (x : O → ℂ) (y : V → ℂ) :
    twoBodyEnergy v t (fun i a => x i * y a) = twoBodyEnergy v t (fun _ _ => 0) := by
  have h : effectiveDoubles t (fun i a => x i * y a) =
      effectiveDoubles t (fun _ _ => 0) := by
    funext i j a b
    simp only [effectiveDoubles]
    ring
  rw [energy_eq_quarter hv, energy_eq_quarter hv, h]

/-- For two occupied and two virtual spin orbitals, with antisymmetric integrals and doubles, the
two-body energy is one integral times the sum of one doubles amplitude and the determinant of the
singles. -/
theorem energy_two_by_two {v t : Fin 2 → Fin 2 → Fin 2 → Fin 2 → ℂ}
    (hv : PairAntisymm v) (ht : PairAntisymm t) (s : Fin 2 → Fin 2 → ℂ) :
    twoBodyEnergy v t s = v 0 1 0 1 * (t 0 1 0 1 + (Matrix.of s).det) := by
  rw [energy_eq_ordered_sum hv ht]
  simp [Finset.sum_filter, Fin.sum_univ_two, Matrix.det_fin_two, add_sub_assoc]

end CoupledClusterEnergy
```

```lean
#print axioms CoupledClusterEnergy.energy_eq_ordered_sum
-- 'CoupledClusterEnergy.energy_eq_ordered_sum' depends on axioms: [propext, Classical.choice, Quot.sound]
#print axioms CoupledClusterEnergy.energy_eq_iff_effectiveDoubles_eq
-- 'CoupledClusterEnergy.energy_eq_iff_effectiveDoubles_eq' depends on axioms: [propext, Classical.choice, Quot.sound]
#print axioms CoupledClusterEnergy.energy_of_product_singles
-- 'CoupledClusterEnergy.energy_of_product_singles' depends on axioms: [propext, Classical.choice, Quot.sound]
#print axioms CoupledClusterEnergy.energy_two_by_two
-- 'CoupledClusterEnergy.energy_two_by_two' depends on axioms: [propext, Classical.choice, Quot.sound]
```

## What the Lean statements say

The types `O` and `V` hold the occupied and virtual labels. `PairAntisymm` states the two sign rules, `twoBodyEnergy v t s` is the unrestricted sum, and `effectiveDoubles t s` is $\tau$. The answer to your question is `energy_eq_ordered_sum`: for antisymmetric `v` and `t` and any singles array `s`, the unrestricted energy equals the ordered sum. The notation `∑ j with i < j` restricts a sum to later labels. The linear orders only enumerate the orbitals and need not follow orbital energies. With fewer than two occupied or two virtual orbitals, both sides are zero.

All arrays are complex, and real ones are a special case. No complex conjugate appears in the energy.

Antisymmetry is a hypothesis here. For `v` it stands for the direct-minus-exchange combination of Coulomb integrals; for `t` it expresses the fermionic antisymmetry of a double excitation. The integrals are not constructed from orbitals, and the amplitudes need not solve the coupled-cluster equations. The term $\sum_{ia}f_{ia}s_{ia}$ with the Fock matrix $f$ is left out; it vanishes when every $f_{ia}$ is zero, as for a converged closed-shell restricted or unrestricted Hartree–Fock reference.

Three further theorems describe how the amplitudes enter:

- `energy_eq_iff_effectiveDoubles_eq`: two sets of amplitudes, each with antisymmetric doubles, give equal two-body energies for every antisymmetric `v` exactly when their $\tau$ agree. Here `v` ranges over all antisymmetric complex arrays, so equal energies for one particular molecule are in general not enough.
- `energy_of_product_singles`: singles of the form $s_{ia}=x_iy_a$ contribute nothing to the two-body energy at fixed $t$, since $x_iy_ax_jy_b-x_iy_bx_jy_a=0$. Only `v` has to be antisymmetric.
- `energy_two_by_two`: for two occupied and two virtual spin orbitals, $E=v_{0101}(t_{0101}+\det s)$.

In a finite spin-orbital basis, the main identity lets a program evaluate this two-body term from arrays that store only $i<j$ and $a<b$, provided that the singles are combined into $\tau$.

The integrals and doubles could also have been modelled as functions on ordered pairs alone, with $i<j$ and $a<b$ built into the index type. Antisymmetry would then not be a hypothesis, and the second formula would be the natural definition of the energy. The work would move to extending the arrays to all labels with the correct signs before the unrestricted sum could be written.

## How the proof follows the algebra

`effectiveDoubles_antisymm` proves the two sign rules for $\tau$. In each case `linear_combination` uses the corresponding rule for `t`, and the singles products cancel by algebra. `pairAntisymm_witness` takes unit-matrix singles and zero doubles to exhibit an antisymmetric array with an entry equal to one, so `PairAntisymm` does not force an array to vanish.

`sum_eq_two_mul_sum_lt` is the doubling rule. Its step `split` uses `lt_trichotomy` to treat $i<j$, $i=j$ and $j<i$ separately, and writes each entry as an upper-triangle part plus a reflected lower-triangle part. The step `swap` exchanges the order of summation to show that both parts have the same sum.

`contraction_eq_four_mul` applies this rule twice. The step `inner` handles the virtual pair at fixed occupied labels, and `outer` handles the occupied pair. In both, `neg_mul_neg` cancels the two signs, and half of the antisymmetry equation shows that the diagonal entry of `v` is zero.

`energy_eq_quarter` is the relabelling argument. In `exch`, `Finset.sum_comm` exchanges the two virtual sums and `hv.virt` supplies the minus sign. Its own `split` separates the doubles and singles contributions, and `ring` collects the prefactors. This lemma needs antisymmetry only of `v`.

The main theorem rewrites the energy with `energy_eq_quarter`, then applies `contraction_eq_four_mul` to `v` and $\tau$. This second step is where the antisymmetry of `t` is needed. The final `ring` cancels four against one quarter.

For the equivalence, set $\Delta=\tau-\tau'$, where $\tau'$ belongs to the second set of amplitudes. Equal energies for every antisymmetric $v$ give $\sum_{ijab}v_{ijab}\Delta_{ijab}=0$, which is the step `key`. The choice $v=\Delta^*$ is itself antisymmetric and yields

$$\sum_{ijab}|\Delta_{ijab}|^2=0.$$

Every term is nonnegative, so every term is zero. Lean draws this conclusion one summation at a time, in `h1` to `h4`. The converse follows at once from the quarter formula, which depends on the amplitudes only through $\tau$.

The product-singles theorem uses the same fact after `ring` has shown that the two effective amplitudes agree. In the two-by-two case, `simp` expands the ordered sum, in which only $i=0,\ j=1,\ a=0,\ b=1$ survives, and identifies $s_{00}s_{11}-s_{01}s_{10}$ with the determinant.
